# One-body expectation values ignore the relative phase of two Slater determinants that differ in at least two orthonormal orbitals

Take two electrons and four orthonormal spin orbitals $\varphi_1,\dots,\varphi_4$. Let $D_{12}$ and $D_{34}$ be the normalised determinants, and superpose them as $(D_{12}+e^{i\theta}D_{34})/\sqrt2$. I expected $\theta$ to show up in the kinetic energy, as a phase does in an interference pattern. Instead I get $\tfrac12(h_{11}+h_{22}+h_{33}+h_{44})$ for every $\theta$. Where did the interference go, and does this survive with more electrons and some shared orbitals?

## A cross term needs $N-1$ shared orbitals

In your example, the kinetic energy is $h_1+h_2$, where $h_k$ is the one-electron operator $h$ acting on electron $k$. Each term acts on one electron only. The other electron stays in $\varphi_3$ or $\varphi_4$, which is orthogonal to both orbitals of $D_{12}$, so the cross term is zero.

For $N$ electrons, let $s$ and $t$ list the orbitals of the sets $S$ and $T$. Write $\langle f|g\rangle=\sum_x f(x)^*g(x)$, $h_{pq}=\langle\varphi_p|h\varphi_q\rangle$ and

$$D_s=\frac1{\sqrt{N!}}\sum_\sigma \mathrm{sgn}(\sigma)\prod_i\varphi_{s(\sigma i)}(x_i).$$

The operator $h_k$ replaces the $k$-th factor of a product by its image under $h$, and overlaps of products factorise. Hence

$$\Big\langle D_s\Big|\sum_k h_k D_t\Big\rangle=\frac1{N!}\sum_{\sigma,\tau}\mathrm{sgn}(\sigma)\,\mathrm{sgn}(\tau)\sum_k h_{s(\sigma k),t(\tau k)}\prod_{i\ne k}\delta_{s(\sigma i),t(\tau i)}.$$

- A nonzero term needs $N-1$ shared orbitals. If $S$ and $T$ share at most $N-2$, everything vanishes.
- If $s=t$, then in a nonzero term $\sigma$ and $\tau$ agree at all places except possibly $k$, so they are equal. Each of the $N!$ permutations gives $\sum_{p\in S}h_{pp}$, which is therefore the matrix element.

Without $h$, the same expansion gives $\langle D_s|D_s\rangle=1$, and $\langle D_s|D_t\rangle=0$ for $S\neq T$. Now let $S$ and $T$ share at most $N-2$ orbitals. For $\Psi=cD_s+dD_t$ with $|c|^2+|d|^2=1$, it follows that $\langle\Psi|\Psi\rangle=1$ and

$$\Big\langle\Psi\Big|\sum_k h_k\Psi\Big\rangle=|c|^2\sum_{p\in S}h_{pp}+|d|^2\sum_{p\in T}h_{pp}.$$

If just one orbital differs, $p$ in $s$ against $q$ at the same place in $t$, the cross terms are $c^*d\,h_{pq}+d^*c\,h_{qp}$, and the phase can matter.

In the Lean theorem `expectation_superposition`, `X` is the finite set of one-electron configurations, spin included, and `φ` is the orbital family. An injective list `s : Fin N ↪ ι` fixes the sign of the determinant `slater φ s`; `occupied s` is its set. The hypothesis `hN` says that at most $N-2$ orbitals are shared, which forces $N\ge2$. The coefficients `c` and `d` are any complex numbers satisfying `hcd`, so every relative phase is included. The matrix `h` need not be Hermitian, and `expectation` is the quotient $\langle\Psi|A\Psi\rangle/\langle\Psi|\Psi\rangle$. Passing from finite `X` to continuous space is a further step.

```lean
import Mathlib

open Matrix

namespace SlaterCondonSuperposition

noncomputable section

variable {X ι : Type*} [Fintype X] [DecidableEq ι] {N : ℕ}

/-- The inner product `⟨Ψ|Φ⟩` of wavefunctions on a finite configuration set. -/
def braket {Y : Type*} [Fintype Y] (Ψ Φ : Y → ℂ) : ℂ := ∑ y, star (Ψ y) * Φ y

/-- The orbitals `φ p` are orthonormal. -/
def OrthonormalOrbitals (φ : ι → X → ℂ) : Prop :=
  ∀ p q, braket (φ p) (φ q) = if p = q then 1 else 0

/-- The orbital matrix element `h_pq = ⟨φ_p|h φ_q⟩`. -/
def orbitalElement (φ : ι → X → ℂ) (h : Matrix X X ℂ) (p q : ι) : ℂ :=
  braket (φ p) (h *ᵥ φ q)

/-- The product wavefunction `f_1(x_1) ⋯ f_N(x_N)`. -/
def productState (f : Fin N → X → ℂ) (x : Fin N → X) : ℂ := ∏ i, f i (x i)

/-- The Slater determinant of the orbitals listed by `s`, with prefactor `1/√N!`. -/
def slater (φ : ι → X → ℂ) (s : Fin N ↪ ι) (x : Fin N → X) : ℂ :=
  (((√(N.factorial : ℝ))⁻¹ : ℝ) : ℂ) * (Matrix.of fun j i => φ (s j) (x i)).det

/-- The set of orbitals listed by `s`. -/
def occupied (s : Fin N ↪ ι) : Finset ι := Finset.univ.map s

/-- The one-body operator `∑_i h_i`, where `h_i` acts on the coordinate of electron `i`. -/
def oneBody (h : Matrix X X ℂ) : ((Fin N → X) → ℂ) →ₗ[ℂ] ((Fin N → X) → ℂ) where
  toFun Ψ x := ∑ i, ∑ y, h (x i) y * Ψ (Function.update x i y)
  map_add' Ψ Φ := by
    ext x
    simp only [Pi.add_apply, mul_add, Finset.sum_add_distrib]
  map_smul' c Ψ := by
    ext x
    simp only [Pi.smul_apply, smul_eq_mul, RingHom.id_apply, Finset.mul_sum, mul_left_comm]

/-- The expectation value `⟨Ψ|AΨ⟩/⟨Ψ|Ψ⟩`, for nonzero `Ψ`. -/
def expectation (A : ((Fin N → X) → ℂ) →ₗ[ℂ] ((Fin N → X) → ℂ)) (Ψ : (Fin N → X) → ℂ) : ℂ :=
  braket Ψ (A Ψ) / braket Ψ Ψ

/-- The overlap of two product wavefunctions is the product of the one-electron overlaps. -/
theorem braket_productState (f g : Fin N → X → ℂ) :
    braket (productState f) (productState g) = ∏ i, braket (f i) (g i) := by
  simp only [braket, productState, star_prod, ← Finset.prod_mul_distrib]
  rw [Finset.prod_univ_sum, Fintype.piFinset_univ]

/-- Between products of orthonormal orbitals, electron `k` contributes `h_{a_k b_k}` to the
one-body matrix element if all other electrons keep their orbitals, and zero otherwise. -/
theorem oneBody_productState {φ : ι → X → ℂ} (hφ : OrthonormalOrbitals φ)
    (h : Matrix X X ℂ) (a b : Fin N → ι) :
    braket (productState fun i => φ (a i)) (oneBody h (productState fun i => φ (b i))) =
      ∑ k, if ∀ i, i ≠ k → a i = b i then orbitalElement φ h (a k) (b k) else 0 := by
  -- `h_k` replaces the `k`-th factor `φ` by `h φ`
  have e : oneBody h (productState fun i => φ (b i)) =
      ∑ k, productState (Function.update (fun i => φ (b i)) k (h *ᵥ φ (b k))) := by
    ext x
    rw [Finset.sum_apply]
    show ∑ i, ∑ y, h (x i) y *
      productState (fun i => φ (b i)) (Function.update x i y) = _
    refine Finset.sum_congr rfl fun k _ => ?_
    have e1 : ∀ y, productState (fun i => φ (b i)) (Function.update x k y) =
        φ (b k) y * ∏ i ∈ Finset.univ.erase k, φ (b i) (x i) := by
      intro y
      rw [productState, ← Finset.mul_prod_erase Finset.univ _ (Finset.mem_univ k),
        Function.update_self]
      congr 1
      exact Finset.prod_congr rfl fun i hi => by
        rw [Function.update_of_ne (Finset.ne_of_mem_erase hi)]
    have e2 : productState (Function.update (fun i => φ (b i)) k (h *ᵥ φ (b k))) x =
        (h *ᵥ φ (b k)) (x k) * ∏ i ∈ Finset.univ.erase k, φ (b i) (x i) := by
      rw [productState, ← Finset.mul_prod_erase Finset.univ _ (Finset.mem_univ k),
        Function.update_self]
      congr 1
      exact Finset.prod_congr rfl fun i hi => by
        rw [Function.update_of_ne (Finset.ne_of_mem_erase hi)]
    rw [e2]
    simp only [e1, Matrix.mulVec, dotProduct, Finset.sum_mul, mul_assoc]
  have hsum : ∀ (Ψ : (Fin N → X) → ℂ) (F : Fin N → (Fin N → X) → ℂ),
      braket Ψ (∑ k, F k) = ∑ k, braket Ψ (F k) := by
    intro Ψ F
    simp only [braket, Finset.sum_apply, Finset.mul_sum]
    exact Finset.sum_comm
  rw [e, hsum]
  refine Finset.sum_congr rfl fun k _ => ?_
  rw [braket_productState]
  split_ifs with hab
  · rw [← Finset.mul_prod_erase Finset.univ _ (Finset.mem_univ k), Function.update_self,
      Finset.prod_eq_one, mul_one]
    · rfl
    · intro i hi
      have hik := Finset.ne_of_mem_erase hi
      rw [Function.update_of_ne hik]
      exact (hφ (a i) (b i)).trans (if_pos (hab i hik))
  · obtain ⟨i, hi⟩ := not_forall.1 hab
    obtain ⟨hik, hne⟩ := Classical.not_imp.1 hi
    refine Finset.prod_eq_zero (Finset.mem_univ i) ?_
    rw [Function.update_of_ne hik]
    exact (hφ (a i) (b i)).trans (if_neg hne)

/-- Two permutations that agree on all electrons but one are equal. -/
theorem perm_eq_of_agree {σ τ : Equiv.Perm (Fin N)} (k : Fin N)
    (h : ∀ i, i ≠ k → σ i = τ i) : σ = τ := by
  refine Equiv.ext fun i => ?_
  by_cases hi : i = k
  · subst hi
    obtain ⟨j, hj⟩ := τ.surjective (σ i)
    by_cases hji : j = i
    · rw [← hj, hji]
    · exact absurd (σ.injective ((h j hji).trans hj)) hji
  · exact h i hi

omit [DecidableEq ι] in
/-- If an operator connects the permuted orbital products of two determinants only for equal
permutations, each time with the value `v`, its matrix element between the determinants is `v`. -/
theorem slater_element (φ : ι → X → ℂ) (s t : Fin N ↪ ι)
    (A : ((Fin N → X) → ℂ) →ₗ[ℂ] ((Fin N → X) → ℂ)) (v : ℂ)
    (hoff : ∀ σ τ : Equiv.Perm (Fin N), σ ≠ τ →
      braket (productState fun i => φ (s (σ i))) (A (productState fun i => φ (t (τ i)))) = 0)
    (hdiag : ∀ σ : Equiv.Perm (Fin N),
      braket (productState fun i => φ (s (σ i))) (A (productState fun i => φ (t (σ i)))) = v) :
    braket (slater φ s) (A (slater φ t)) = v := by
  obtain ⟨C, hCdef⟩ : ∃ C : ℂ, C = (((√(N.factorial : ℝ))⁻¹ : ℝ) : ℂ) := ⟨_, rfl⟩
  have hs : star C = C := by rw [hCdef]; exact Complex.conj_ofReal _
  have hC : C * C = (N.factorial : ℂ)⁻¹ := by
    rw [hCdef, ← Complex.ofReal_mul, ← mul_inv, Real.mul_self_sqrt (Nat.cast_nonneg _),
      Complex.ofReal_inv, Complex.ofReal_natCast]
  -- the Leibniz expansion of a determinant
  have e : ∀ u : Fin N ↪ ι, slater φ u = ∑ σ : Equiv.Perm (Fin N),
      (C * ((Equiv.Perm.sign σ : ℤ) : ℂ)) • productState fun i => φ (u (σ i)) := by
    intro u
    ext x
    simp only [slater, hCdef, Matrix.det_apply', Matrix.of_apply, productState,
      Finset.sum_apply, Pi.smul_apply, smul_eq_mul, Finset.mul_sum, mul_assoc]
  have hl : ∀ (c : Equiv.Perm (Fin N) → ℂ) (f : Equiv.Perm (Fin N) → (Fin N → X) → ℂ)
      (Φ : (Fin N → X) → ℂ),
      braket (∑ σ, c σ • f σ) Φ = ∑ σ, star (c σ) * braket (f σ) Φ := by
    intro c f Φ
    simp only [braket, Finset.sum_apply, Pi.smul_apply, smul_eq_mul, star_sum, star_mul',
      Finset.sum_mul, Finset.mul_sum, mul_assoc]
    exact Finset.sum_comm
  have hr : ∀ (c : Equiv.Perm (Fin N) → ℂ) (f : Equiv.Perm (Fin N) → (Fin N → X) → ℂ)
      (Φ : (Fin N → X) → ℂ),
      braket Φ (∑ σ, c σ • f σ) = ∑ σ, c σ * braket Φ (f σ) := by
    intro c f Φ
    simp only [braket, Finset.sum_apply, Pi.smul_apply, smul_eq_mul, Finset.mul_sum]
    rw [Finset.sum_comm]
    exact Finset.sum_congr rfl fun σ _ => Finset.sum_congr rfl fun x _ => by ring
  rw [e s, e t, hl, map_sum]
  simp only [map_smul, hr]
  -- each permutation on the left meets only itself on the right
  have hin : ∀ σ : Equiv.Perm (Fin N), star (C * ((Equiv.Perm.sign σ : ℤ) : ℂ)) *
      ∑ τ : Equiv.Perm (Fin N), C * ((Equiv.Perm.sign τ : ℤ) : ℂ) *
        braket (productState fun i => φ (s (σ i))) (A (productState fun i => φ (t (τ i)))) =
      (N.factorial : ℂ)⁻¹ * v := by
    intro σ
    have hε : ((Equiv.Perm.sign σ : ℤ) : ℂ) * ((Equiv.Perm.sign σ : ℤ) : ℂ) = 1 := by
      rw [← Int.cast_mul, ← Units.val_mul, Int.units_mul_self, Units.val_one, Int.cast_one]
    rw [Finset.sum_eq_single σ (fun τ _ hτ => by rw [hoff σ τ hτ.symm, mul_zero])
      (fun hσ => absurd (Finset.mem_univ σ) hσ), hdiag, star_mul', hs, star_intCast]
    linear_combination (((Equiv.Perm.sign σ : ℤ) : ℂ) * ((Equiv.Perm.sign σ : ℤ) : ℂ) * v) * hC
      + (N.factorial : ℂ)⁻¹ * v * hε
  rw [Finset.sum_congr rfl fun σ _ => hin σ]
  simp only [Finset.sum_const, Finset.card_univ, Fintype.card_perm, Fintype.card_fin,
    nsmul_eq_mul]
  rw [← mul_assoc, mul_inv_cancel₀ (Nat.cast_ne_zero.mpr (Nat.factorial_ne_zero N)), one_mul]

/-- A Slater determinant of orthonormal orbitals is normalised. -/
theorem slater_norm {φ : ι → X → ℂ} (hφ : OrthonormalOrbitals φ) (s : Fin N ↪ ι) :
    braket (slater φ s) (slater φ s) = 1 := by
  refine slater_element φ s s LinearMap.id 1 (fun σ τ hne => ?_) (fun σ => ?_)
  · obtain ⟨i, hi⟩ := not_forall.1 fun hc : ∀ i, σ i = τ i => hne (Equiv.ext hc)
    rw [LinearMap.id_apply, braket_productState]
    exact Finset.prod_eq_zero (Finset.mem_univ i)
      ((hφ _ _).trans (if_neg (s.injective.ne hi)))
  · rw [LinearMap.id_apply, braket_productState]
    exact Finset.prod_eq_one fun i _ => (hφ _ _).trans (if_pos rfl)

/-- Determinants with different sets of occupied orthonormal orbitals are orthogonal. -/
theorem slater_orthogonal {φ : ι → X → ℂ} (hφ : OrthonormalOrbitals φ) (s t : Fin N ↪ ι)
    (hst : occupied s ≠ occupied t) : braket (slater φ s) (slater φ t) = 0 := by
  have key : ∀ σ τ : Equiv.Perm (Fin N), braket (productState fun i => φ (s (σ i)))
      (LinearMap.id (R := ℂ) (productState fun i => φ (t (τ i)))) = 0 := by
    intro σ τ
    have hex : ¬ ∀ i, s (σ i) = t (τ i) := by
      intro hc
      apply hst
      ext p
      simp only [occupied, Finset.mem_map, Finset.mem_univ, true_and]
      constructor
      · rintro ⟨j, rfl⟩
        exact ⟨τ (σ.symm j), by rw [← hc, Equiv.apply_symm_apply]⟩
      · rintro ⟨j, rfl⟩
        exact ⟨σ (τ.symm j), by rw [hc, Equiv.apply_symm_apply]⟩
    obtain ⟨i, hi⟩ := not_forall.1 hex
    rw [LinearMap.id_apply, braket_productState]
    exact Finset.prod_eq_zero (Finset.mem_univ i) ((hφ _ _).trans (if_neg hi))
  exact slater_element φ s t LinearMap.id 0 (fun σ τ _ => key σ τ) (fun σ => key σ σ)

/-- Slater-Condon rule for equal determinants of orthonormal orbitals: the one-body matrix
element is the sum of `h_pp` over the occupied orbitals. -/
theorem slater_condon_diagonal {φ : ι → X → ℂ} (hφ : OrthonormalOrbitals φ)
    (h : Matrix X X ℂ) (s : Fin N ↪ ι) :
    braket (slater φ s) (oneBody h (slater φ s)) =
      ∑ p ∈ occupied s, orbitalElement φ h p p := by
  refine slater_element φ s s (oneBody h) _ (fun σ τ hne => ?_) (fun σ => ?_)
  · refine (oneBody_productState hφ h (fun i => s (σ i)) (fun i => s (τ i))).trans ?_
    exact Finset.sum_eq_zero fun k _ => if_neg fun hc =>
      hne (perm_eq_of_agree k fun i hi => s.injective (hc i hi))
  · refine (oneBody_productState hφ h (fun i => s (σ i)) (fun i => s (σ i))).trans ?_
    rw [occupied, Finset.sum_map]
    exact (Finset.sum_congr rfl fun k _ => if_pos fun i _ => rfl).trans
      (Equiv.sum_comp σ fun j => orbitalElement φ h (s j) (s j))

/-- Slater-Condon rule for one differing orbital: if two lists of orthonormal orbitals differ
only at place `k`, where `t` has an orbital absent from `s`, the one-body matrix element is
`h_pq` with `p = s k` and `q = t k`. -/
theorem slater_condon_single {φ : ι → X → ℂ} (hφ : OrthonormalOrbitals φ)
    (h : Matrix X X ℂ) (s t : Fin N ↪ ι) (k : Fin N)
    (hst : ∀ i, i ≠ k → s i = t i) (hk : t k ∉ occupied s) :
    braket (slater φ s) (oneBody h (slater φ t)) = orbitalElement φ h (s k) (t k) := by
  refine slater_element φ s t (oneBody h) _ (fun σ τ hne => ?_) (fun σ => ?_)
  · refine (oneBody_productState hφ h (fun i => s (σ i)) (fun i => t (τ i))).trans ?_
    refine Finset.sum_eq_zero fun m _ => if_neg fun hc => hne (perm_eq_of_agree m fun i hi => ?_)
    -- the new orbital must sit on electron `m`
    have hτ : τ i ≠ k := fun e =>
      hk (Finset.mem_map.2 ⟨σ i, Finset.mem_univ _, (hc i hi).trans (congrArg t e)⟩)
    exact s.injective ((hc i hi).trans (hst (τ i) hτ).symm)
  · refine (oneBody_productState hφ h (fun i => s (σ i)) (fun i => t (σ i))).trans ?_
    refine (Finset.sum_eq_single (σ.symm k) (fun m _ hm => if_neg fun hc => ?_)
      (fun hn => absurd (Finset.mem_univ _) hn)).trans ?_
    · have h1 : s (σ (σ.symm k)) = t (σ (σ.symm k)) := hc (σ.symm k) hm.symm
      rw [Equiv.apply_symm_apply] at h1
      exact hk (Finset.mem_map.2 ⟨k, Finset.mem_univ _, h1⟩)
    · have hagree : ∀ i, i ≠ σ.symm k → s (σ i) = t (σ i) := fun i hi =>
        hst (σ i) fun e => hi (by rw [← e, Equiv.symm_apply_apply])
      refine (if_pos hagree).trans ?_
      simp only [Equiv.apply_symm_apply]

/-- Slater-Condon rule for two or more differing orbitals: if two determinants of orthonormal
orbitals share at most `N - 2` orbitals, every one-body matrix element between them vanishes. -/
theorem slater_condon_double {φ : ι → X → ℂ} (hφ : OrthonormalOrbitals φ)
    (h : Matrix X X ℂ) (s t : Fin N ↪ ι) (hN : (occupied s ∩ occupied t).card + 2 ≤ N) :
    braket (slater φ s) (oneBody h (slater φ t)) = 0 := by
  have key : ∀ σ τ : Equiv.Perm (Fin N), braket (productState fun i => φ (s (σ i)))
      (oneBody h (productState fun i => φ (t (τ i)))) = 0 := by
    intro σ τ
    refine (oneBody_productState hφ h (fun i => s (σ i)) (fun i => t (τ i))).trans ?_
    refine Finset.sum_eq_zero fun k _ => if_neg fun hc => ?_
    -- a surviving term would need `N - 1` shared orbitals
    have hsub : (Finset.univ.erase k).map (σ.toEmbedding.trans s) ⊆
        occupied s ∩ occupied t := by
      intro p hp
      obtain ⟨i, hi, rfl⟩ := Finset.mem_map.1 hp
      exact Finset.mem_inter.2 ⟨Finset.mem_map.2 ⟨σ i, Finset.mem_univ _, rfl⟩,
        Finset.mem_map.2 ⟨τ i, Finset.mem_univ _, (hc i (Finset.ne_of_mem_erase hi)).symm⟩⟩
    have hcard := Finset.card_le_card hsub
    rw [Finset.card_map, Finset.card_erase_of_mem (Finset.mem_univ k), Finset.card_univ,
      Fintype.card_fin] at hcard
    omega
  exact slater_element φ s t (oneBody h) 0 (fun σ τ _ => key σ τ) (fun σ => key σ σ)

/-- For orthonormal orbitals, let two determinants share at most `N - 2` orbitals and let
`|c|² + |d|² = 1`. The expectation of `∑_i h_i` in `c D_s + d D_t` is the average of the two
sums of `h_pp` with weights `|c|²` and `|d|²`, whatever the relative phase of `c` and `d`. -/
theorem expectation_superposition {φ : ι → X → ℂ} (hφ : OrthonormalOrbitals φ)
    (h : Matrix X X ℂ) (s t : Fin N ↪ ι) (hN : (occupied s ∩ occupied t).card + 2 ≤ N)
    (c d : ℂ) (hcd : ‖c‖ ^ 2 + ‖d‖ ^ 2 = 1) :
    expectation (oneBody h) (c • slater φ s + d • slater φ t) =
      (‖c‖ : ℂ) ^ 2 * ∑ p ∈ occupied s, orbitalElement φ h p p +
      (‖d‖ : ℂ) ^ 2 * ∑ p ∈ occupied t, orbitalElement φ h p p := by
  have hne : occupied s ≠ occupied t := by
    intro e
    rw [e, Finset.inter_self, occupied, Finset.card_map, Finset.card_univ,
      Fintype.card_fin] at hN
    omega
  have hN' : (occupied t ∩ occupied s).card + 2 ≤ N := by rwa [Finset.inter_comm]
  have hc : star c * c = (‖c‖ : ℂ) ^ 2 := Complex.conj_mul' c
  have hd : star d * d = (‖d‖ : ℂ) ^ 2 := Complex.conj_mul' d
  have hcd' : (‖c‖ : ℂ) ^ 2 + (‖d‖ : ℂ) ^ 2 = 1 := by exact_mod_cast hcd
  -- two direct terms and two interference terms
  have key : ∀ A : ((Fin N → X) → ℂ) →ₗ[ℂ] ((Fin N → X) → ℂ),
      braket (c • slater φ s + d • slater φ t) (A (c • slater φ s + d • slater φ t)) =
        star c * c * braket (slater φ s) (A (slater φ s)) +
        star c * d * braket (slater φ s) (A (slater φ t)) +
        star d * c * braket (slater φ t) (A (slater φ s)) +
        star d * d * braket (slater φ t) (A (slater φ t)) := by
    intro A
    simp only [map_add, map_smul, braket, Pi.add_apply, Pi.smul_apply, smul_eq_mul, star_add,
      star_mul', Finset.mul_sum, ← Finset.sum_add_distrib]
    exact Finset.sum_congr rfl fun x _ => by ring
  have hden : braket (c • slater φ s + d • slater φ t) (c • slater φ s + d • slater φ t) = 1 := by
    have h1 := key LinearMap.id
    simp only [LinearMap.id_apply] at h1
    rw [h1, slater_norm hφ s, slater_norm hφ t, slater_orthogonal hφ s t hne,
      slater_orthogonal hφ t s hne.symm]
    linear_combination hcd' + hc + hd
  rw [expectation, hden, div_one, key, slater_condon_diagonal hφ h s,
    slater_condon_diagonal hφ h t, slater_condon_double hφ h s t hN,
    slater_condon_double hφ h t s hN', hc, hd]
  ring

end

end SlaterCondonSuperposition
```

```lean
#print axioms SlaterCondonSuperposition.slater_condon_single
-- 'SlaterCondonSuperposition.slater_condon_single' depends on axioms: [propext, Classical.choice, Quot.sound]
#print axioms SlaterCondonSuperposition.slater_condon_double
-- 'SlaterCondonSuperposition.slater_condon_double' depends on axioms: [propext, Classical.choice, Quot.sound]
#print axioms SlaterCondonSuperposition.expectation_superposition
-- 'SlaterCondonSuperposition.expectation_superposition' depends on axioms: [propext, Classical.choice, Quot.sound]
```

`braket_productState` factorises overlaps, and `oneBody_productState` turns the Kronecker deltas into an `if` for each electron. `slater_element` does the double sum once for any linear operator: if only equal permutations contribute, each with value `v`, the squared signs are 1 and $N!$ cancels.

With the identity as operator, this gives `slater_norm` and `slater_orthogonal`. With `oneBody h`, it gives the three Slater-Condon rules. The diagonal rule uses `perm_eq_of_agree`; `slater_condon_double` counts the $N-1$ orbitals that a surviving term would share, and `omega` finds the contradiction. `slater_condon_single` supplies the $h_{pq}$ of the one-orbital case.

In the last theorem, `key` expands the superposition into two direct and two cross terms. It is used for the denominator, with the identity, and for the numerator.

A configuration-interaction calculation on H₂ in a minimal basis shows the effect. There `X` can label four orthonormal spin orbitals, and the ground-state wavefunction is $c\,D_{g\uparrow g\downarrow}+d\,D_{u\uparrow u\downarrow}$. For a spin-independent $h$, such as the kinetic energy, the expectation is $2|c|^2h_{gg}+2|d|^2h_{uu}$. The relative sign of $c$ and $d$ affects the energy only through the electron repulsion, a two-body operator to which this theorem does not apply.
